# A Cauchy–Schwarz bound on the error of adding two second-order ground-state energies

A calculation may treat two perturbations in separate runs, for instance two components of a static electric field, and then add the two second-order energies. The sum omits the cross term that appears when both perturbations act together. For a simple ground state of a finite real symmetric Hamiltonian, the two separate energies already limit the size of that term. In electronic structure this applies to a full configuration-interaction matrix in a finite real basis, provided the first-order wavefunctions are solved for in that same space.

## Hamiltonian, first-order wavefunction and energy

The finite index type `n` labels an orthonormal basis, and states are real vectors. Write x·y for the dot product, `⬝ᵥ` in Lean; `*ᵥ` applies a matrix to a vector.

```lean
import Mathlib

open Matrix

namespace SecondOrderAdditivity

noncomputable section

variable {n : Type*} [Fintype n]
```

H is the unperturbed Hamiltonian, often written H₀, with ground vector φ and energy E. The field `gap` says that every nonzero vector orthogonal to φ has mean energy above E. Physically, no other state shares the lowest energy; excited levels may be degenerate.

```lean
/-- `φ` is the normalised, simple ground state of the real symmetric Hamiltonian `H`, with
energy `E`: every nonzero vector orthogonal to `φ` has mean energy above `E`. -/
structure IsSimpleGround (H : Matrix n n ℝ) (E : ℝ) (φ : n → ℝ) : Prop where
  symm : Hᵀ = H
  norm : φ ⬝ᵥ φ = 1
  eig : H *ᵥ φ = E • φ
  gap : ∀ x : n → ℝ, φ ⬝ᵥ x = 0 → x ≠ 0 → E * (x ⬝ᵥ x) < x ⬝ᵥ H *ᵥ x
```

A first-order wavefunction ψ for the perturbation V is orthogonal to φ and satisfies

(H − E)ψ = (φ·Vφ)φ − Vφ.

The orthogonality is the usual intermediate normalisation, so ψ itself need not have length one.

```lean
/-- `ψ` is a first-order wavefunction for the perturbation `V`: it is orthogonal to `φ` and
solves the first-order Rayleigh–Schrödinger equation. -/
structure IsFirstOrder (H : Matrix n n ℝ) (E : ℝ) (φ : n → ℝ) (V : Matrix n n ℝ)
    (ψ : n → ℝ) : Prop where
  orth : φ ⬝ᵥ ψ = 0
  eqn : H *ᵥ ψ - E • ψ = (φ ⬝ᵥ V *ᵥ φ) • φ - V *ᵥ φ
```

The second-order energy is E2(V) = φ·Vψ. In Lean, ψ is an explicit argument of `secondOrder`.

```lean
/-- The second-order energy: the matrix element of `V` between the ground state `φ` and the
first-order wavefunction `ψ`. -/
def secondOrder (φ : n → ℝ) (V : Matrix n n ℝ) (ψ : n → ℝ) : ℝ := φ ⬝ᵥ V *ᵥ ψ
```

The last definition is the matrix element G(x,y) = x·(H − E)y. Its name `gapForm` refers to energies measured from E, not to a single excitation gap.

```lean
/-- The matrix element of `H - E` between `x` and `y`. -/
def gapForm (H : Matrix n n ℝ) (E : ℝ) (x y : n → ℝ) : ℝ := x ⬝ᵥ (H *ᵥ y - E • y)
```

The theorems take the first-order wavefunctions as given solutions of their equations. To carry the result to a real system, one must also identify φ·Vψ with the λ² coefficient of the lowest eigenvalue of H + λV, which is the standard result of Rayleigh–Schrödinger theory.

## (a) Exchanging the vectors around a symmetric matrix

Show for a symmetric matrix A that

x·Ay = y·Ax.

**Solution.** Written out, x·Ay = Σᵢⱼ xᵢAᵢⱼyⱼ. Since Aᵢⱼ = Aⱼᵢ, this is Σᵢⱼ yⱼAⱼᵢxᵢ = y·Ax. The Lean proof moves A to the other factor as its transpose, then uses `hA`.

```lean
variable {H V W : Matrix n n ℝ} {E : ℝ} {φ x y ψ χ ω : n → ℝ}

private lemma dot_symm {A : Matrix n n ℝ} (hA : Aᵀ = A) (x y : n → ℝ) :
    x ⬝ᵥ A *ᵥ y = y ⬝ᵥ A *ᵥ x := by
  rw [Matrix.dotProduct_mulVec, ← Matrix.mulVec_transpose, hA]
  exact dotProduct_comm _ _
```

## (b) Symmetry of G

Show for symmetric H that

G(x,y) = G(y,x).

**Solution.** Expand G(x,y) = x·Hy − E(x·y). The first term is symmetric by (a), the second because the dot product is.

```lean
private lemma gapForm_comm (hH : Hᵀ = H) (x y : n → ℝ) :
    gapForm H E x y = gapForm H E y x := by
  simp only [gapForm, dotProduct_sub, dotProduct_smul]
  rw [dot_symm hH x y, dotProduct_comm x y]
```

## (c) Linearity of G

Show for real numbers s and t that

G(w, sx + ty) = sG(w,x) + tG(w,y).

**Solution.** H − E acts linearly, so (H − E)(sx + ty) = s(H − E)x + t(H − E)y. Take the dot product with w.

```lean
private lemma gapForm_comb (w x y : n → ℝ) (s t : ℝ) :
    gapForm H E w (s • x + t • y) = s * gapForm H E w x + t * gapForm H E w y := by
  simp only [gapForm, Matrix.mulVec_add, Matrix.mulVec_smul, smul_add, dotProduct_sub,
    dotProduct_add, dotProduct_smul, smul_eq_mul]
  ring
```

## (d) Positivity on nonzero vectors orthogonal to φ

Let φ·x = 0 and x ≠ 0. Show that

G(x,x) > 0.

**Solution.** G(x,x) = x·Hx − E(x·x), and the ground-state condition `gap` says that this difference is positive.

```lean
private lemma gapForm_pos (h : IsSimpleGround H E φ) (hx : φ ⬝ᵥ x = 0) (h0 : x ≠ 0) :
    0 < gapForm H E x x := by
  have := h.gap x hx h0
  simp only [gapForm, dotProduct_sub, dotProduct_smul, smul_eq_mul]
  linarith
```

## (e) The zero vector included

Let φ·x = 0. Show that

G(x,x) ≥ 0.

**Solution.** If x = 0, both sides are zero. Otherwise use (d).

```lean
private lemma gapForm_nonneg (h : IsSimpleGround H E φ) (hx : φ ⬝ᵥ x = 0) :
    0 ≤ gapForm H E x x := by
  by_cases h0 : x = 0
  · simp [h0, gapForm]
  · exact (gapForm_pos h hx h0).le
```

## (f) Cauchy–Schwarz for H − E

Let x and y be orthogonal to φ. Show that

G(x,y)² ≤ G(x,x)G(y,y),

with equality exactly when x and y are linearly dependent.

**Solution.** Put a = G(x,x), b = G(x,y) and c = G(y,y). By (b) and (c),

G(sx + ty, sx + ty) = s²a + 2stb + t²c.

Suppose first that x and y are independent. Then x ≠ 0, so a > 0. The vector z = −bx + ay is nonzero, because its coefficient a is nonzero, and it is orthogonal to φ. Hence

0 < G(z,z) = ab² − 2ab² + a²c = a(ac − b²),

which gives b² < ac.

Now suppose sx + ty = 0 with s and t not both zero. Pairing this relation with x and with y gives

sa + tb = 0,
sb + tc = 0.

Eliminating t, then s, gives s(b² − ac) = 0 and t(b² − ac) = 0. One coefficient is nonzero, so b² = ac.

In Lean, `hq` is the quadratic expansion, `hlt` the independent case and `heq` the dependent one. The last runs in contrapositive form: if b² ≠ ac, every relation has s = t = 0. The two `linear_combination` steps are the eliminations. Dependence is written `¬ LinearIndependent ℝ ![x, y]`, which includes the case of a zero vector.

```lean
/-- Cauchy–Schwarz inequality for `H - E` on vectors orthogonal to the simple ground state, with
equality exactly for linearly dependent vectors. -/
theorem gapForm_cauchy_schwarz (h : IsSimpleGround H E φ) (hx : φ ⬝ᵥ x = 0) (hy : φ ⬝ᵥ y = 0) :
    gapForm H E x y ^ 2 ≤ gapForm H E x x * gapForm H E y y ∧
    (gapForm H E x y ^ 2 = gapForm H E x x * gapForm H E y y ↔
      ¬ LinearIndependent ℝ ![x, y]) := by
  have hq : ∀ s t : ℝ, gapForm H E (s • x + t • y) (s • x + t • y) =
      s ^ 2 * gapForm H E x x + 2 * s * t * gapForm H E x y + t ^ 2 * gapForm H E y y := by
    intro s t
    rw [gapForm_comb, gapForm_comm h.symm _ x, gapForm_comm h.symm _ y, gapForm_comb,
      gapForm_comb, gapForm_comm h.symm y x]
    ring
  -- independent vectors: a suitable combination is nonzero, so the form is positive on it
  have hlt : LinearIndependent ℝ ![x, y] →
      gapForm H E x y ^ 2 < gapForm H E x x * gapForm H E y y := by
    intro hli
    rw [LinearIndependent.pair_iff] at hli
    have ha := gapForm_pos h hx fun hx0 => one_ne_zero (hli 1 0 (by simp [hx0])).1
    have hz : (-gapForm H E x y) • x + gapForm H E x x • y ≠ 0 :=
      fun hz => ha.ne' (hli _ _ hz).2
    have hp := gapForm_pos h (by simp [dotProduct_add, dotProduct_smul, hx, hy]) hz
    rw [hq] at hp
    by_contra hn
    nlinarith [mul_nonneg ha.le (sub_nonneg.mpr (not_lt.mp hn))]
  -- dependent vectors: pair the linear relation with each vector
  have heq : ¬ LinearIndependent ℝ ![x, y] →
      gapForm H E x y ^ 2 = gapForm H E x x * gapForm H E y y := by
    intro hd
    by_contra hne
    apply hd
    rw [LinearIndependent.pair_iff]
    intro s t hst
    have z : ∀ w : n → ℝ, gapForm H E w 0 = 0 := fun w => by simp [gapForm]
    have h1 := gapForm_comb (H := H) (E := E) x x y s t
    have h2 := gapForm_comb (H := H) (E := E) y x y s t
    rw [hst, z] at h1 h2
    rw [gapForm_comm h.symm y x] at h2
    have e1 : s * (gapForm H E x y ^ 2 - gapForm H E x x * gapForm H E y y) = 0 := by
      linear_combination (-gapForm H E x y) * h2 + gapForm H E y y * h1
    have e2 : t * (gapForm H E x y ^ 2 - gapForm H E x x * gapForm H E y y) = 0 := by
      linear_combination (-gapForm H E x y) * h1 + gapForm H E x x * h2
    exact ⟨(mul_eq_zero.mp e1).resolve_right (sub_ne_zero.mpr hne),
      (mul_eq_zero.mp e2).resolve_right (sub_ne_zero.mpr hne)⟩
  refine ⟨?_, fun e hli => (hlt hli).ne e, heq⟩
  by_cases hli : LinearIndependent ℝ ![x, y]
  exacts [(hlt hli).le, (heq hli).le]
```

## (g) Matrix elements of V from the first-order equation

Let V be symmetric with first-order wavefunction ψ, and let φ·x = 0. Show that

φ·Vx = −G(x,ψ).

**Solution.** Insert the first-order equation into G:

G(x,ψ) = x·[(φ·Vφ)φ − Vφ] = (φ·Vφ)(x·φ) − x·Vφ = −x·Vφ.

By (a), x·Vφ = φ·Vx.

```lean
private lemma coupling (hψ : IsFirstOrder H E φ V ψ) (hV : Vᵀ = V) (hx : φ ⬝ᵥ x = 0) :
    φ ⬝ᵥ V *ᵥ x = -gapForm H E x ψ := by
  rw [gapForm, hψ.eqn, dot_symm hV φ x, dotProduct_sub, dotProduct_smul,
    dotProduct_comm x φ, hx]
  simp
```

## (h) Sign of the second-order energy

Show for symmetric V that

E2(V) ≤ 0.

**Solution.** Since ψ is orthogonal to φ, set x = ψ in (g). Then E2(V) = φ·Vψ = −G(ψ,ψ), which is at most zero by (e).

```lean
/-- The second-order energy of a simple ground state under a symmetric perturbation is never
positive. -/
theorem secondOrder_nonpos (h : IsSimpleGround H E φ) (hV : Vᵀ = V)
    (hψ : IsFirstOrder H E φ V ψ) : secondOrder φ V ψ ≤ 0 := by
  rw [secondOrder, coupling hψ hV hψ.orth]
  linarith [gapForm_nonneg h hψ.orth]
```

## (i) First-order wavefunctions add

Let ψ, χ and ω be first-order wavefunctions for V, W and V + W. Show that

ω = ψ + χ.

**Solution.** Let d = ω − (ψ + χ). It is orthogonal to φ. The right side of the first-order equation is linear in the perturbation, so subtracting the equations for ψ and χ from that for ω gives (H − E)d = 0. Hence G(d,d) = 0, and (d) forces d = 0. The Lean proof assumes ω ≠ ψ + χ and reaches 0 < 0.

With W = 0 and χ = 0, the same statement shows that the first-order wavefunction is unique, so the notation E2(V) is unambiguous.

```lean
/-- For a simple ground state, the first-order wavefunction of `V + W` is the sum of those of
`V` and `W`. -/
theorem firstOrder_add (h : IsSimpleGround H E φ) (hψ : IsFirstOrder H E φ V ψ)
    (hχ : IsFirstOrder H E φ W χ) (hω : IsFirstOrder H E φ (V + W) ω) : ω = ψ + χ := by
  by_contra hne
  have ho : φ ⬝ᵥ (ω - (ψ + χ)) = 0 := by
    simp [dotProduct_sub, dotProduct_add, hψ.orth, hχ.orth, hω.orth]
  have hp := gapForm_pos h ho (sub_ne_zero.mpr hne)
  have h3 := hω.eqn
  simp only [Matrix.add_mulVec, dotProduct_add] at h3
  have e : H *ᵥ (ω - (ψ + χ)) - E • (ω - (ψ + χ)) = 0 := by
    rw [Matrix.mulVec_sub, Matrix.mulVec_add]
    linear_combination (norm := module) h3 - hψ.eqn - hχ.eqn
  rw [gapForm, e, dotProduct_zero] at hp
  exact lt_irrefl _ hp
```

## (j) The exact additivity error

Let V and W be symmetric. Show that

E2(V + W) − E2(V) − E2(W) = −2G(ψ,χ).

**Solution.** By (i),

E2(V + W) = φ·(V + W)(ψ + χ) = E2(V) + E2(W) + φ·Vχ + φ·Wψ.

Part (g) gives φ·Vχ = −G(χ,ψ) and φ·Wψ = −G(ψ,χ). These are equal by (b). In Lean they are `h1` and `h2`, and `linarith` collects the terms.

```lean
/-- For a simple ground state and symmetric perturbations, the error of adding separate
second-order energies is `-2` times the matrix element of `H - E` between the two first-order
wavefunctions. -/
theorem additivity_error (h : IsSimpleGround H E φ) (hV : Vᵀ = V) (hW : Wᵀ = W)
    (hψ : IsFirstOrder H E φ V ψ) (hχ : IsFirstOrder H E φ W χ)
    (hω : IsFirstOrder H E φ (V + W) ω) :
    secondOrder φ (V + W) ω - secondOrder φ V ψ - secondOrder φ W χ =
      -2 * gapForm H E ψ χ := by
  have h1 := coupling hψ hV hχ.orth
  have h2 := coupling hχ hW hψ.orth
  rw [gapForm_comm h.symm] at h1
  simp only [secondOrder, firstOrder_add h hψ hχ hω, Matrix.add_mulVec, Matrix.mulVec_add,
    dotProduct_add]
  linarith
```

## (k) Bounding the error by the separate energies

For symmetric V and W, show that

|E2(V + W) − E2(V) − E2(W)| ≤ 2√(E2(V)E2(W)),

with equality exactly when ψ and χ are linearly dependent.

**Solution.** From (g), E2(V) = −G(ψ,ψ) and E2(W) = −G(χ,χ), so

E2(V)E2(W) = G(ψ,ψ)G(χ,χ).

By (j), the left side of the bound is 2|G(ψ,χ)| = 2√(G(ψ,χ)²). Part (f) and the monotonicity of the square root give the inequality. Two nonnegative numbers have equal roots exactly when they are equal, so equality here is equality in (f).

The Lean proof follows this order: `hp` rewrites the product, `Real.sqrt_sq_eq_abs` turns the absolute value into a root, and `Real.sqrt_inj` removes the roots in the equality case. The bound concerns the second-order energies only; higher orders of the exact energy do not enter.

```lean
/-- For a simple ground state and symmetric `V`, `W`, the error of adding separate second-order
energies is at most twice the root of their product, with equality exactly when the two
first-order wavefunctions are linearly dependent. -/
theorem additivity_error_bound (h : IsSimpleGround H E φ) (hV : Vᵀ = V) (hW : Wᵀ = W)
    (hψ : IsFirstOrder H E φ V ψ) (hχ : IsFirstOrder H E φ W χ)
    (hω : IsFirstOrder H E φ (V + W) ω) :
    |secondOrder φ (V + W) ω - secondOrder φ V ψ - secondOrder φ W χ| ≤
      2 * √(secondOrder φ V ψ * secondOrder φ W χ) ∧
    (|secondOrder φ (V + W) ω - secondOrder φ V ψ - secondOrder φ W χ| =
      2 * √(secondOrder φ V ψ * secondOrder φ W χ) ↔ ¬ LinearIndependent ℝ ![ψ, χ]) := by
  have hcs := gapForm_cauchy_schwarz h hψ.orth hχ.orth
  have hp : secondOrder φ V ψ * secondOrder φ W χ = gapForm H E ψ ψ * gapForm H E χ χ := by
    rw [secondOrder, secondOrder, coupling hψ hV hψ.orth, coupling hχ hW hχ.orth, neg_mul_neg]
  have h2 : |(-2 : ℝ)| = 2 := by norm_num
  rw [additivity_error h hV hW hψ hχ hω, hp, abs_mul, h2, ← Real.sqrt_sq_eq_abs, ← hcs.2]
  refine ⟨by linarith [Real.sqrt_le_sqrt hcs.1], fun he => ?_, fun he => by rw [he]⟩
  exact (Real.sqrt_inj (sq_nonneg _)
    (mul_nonneg (gapForm_nonneg h hψ.orth) (gapForm_nonneg h hχ.orth))).mp (by linarith)
```

## (l) A three-level system with numbers

Take H = diag(0, 1, 2), E = 0 and φ = (1, 0, 0). Let V couple φ to the two excited levels with strengths a and 2b, all its other entries being zero. Show that φ is a simple ground state and that

ψ = (0, −a, −b).

**Solution.** H is symmetric, φ has length one and Hφ = 0. Number the components 0, 1, 2 as Lean does. If φ·x = 0, then x₀ = 0 and x·Hx = x₁² + 2x₂², which is positive unless x = 0. Next, φ·Vφ = 0 and Vφ = (0, a, 2b), while Hψ = (0, −a, −2b) = −Vφ. Also φ·ψ = 0, so ψ satisfies both conditions.

The energy is E2(V) = −a² − 2b². For a numerical instance, let V have a = b = 1, and let W have the same form with a = 1, b = 0. Then V + W has a = 2, b = 1, and

E2(V) = −3, E2(W) = −1, E2(V + W) = −6.

The error is −6 + 3 + 1 = −2, within the bound 2√3 ≈ 3.46. The inequality is strict, as (0, −1, −1) and (0, −1, 0) are independent. If W = 2V instead, the energies are −3, −12 and −27; the error is −12 and the bound 2√36 = 12 is attained.

The Lean statement checks the ground state and the formula for ψ at all real a and b, component by component.

```lean
/-- The three-level Hamiltonian with energies 0, 1, 2 has a simple ground state, and couplings
`a` and `2b` to the excited levels give the first-order wavefunction `(0, -a, -b)`. -/
theorem threeLevel_witness :
    IsSimpleGround !![(0 : ℝ), 0, 0; 0, 1, 0; 0, 0, 2] 0 ![1, 0, 0] ∧
    ∀ a b : ℝ, IsFirstOrder !![(0 : ℝ), 0, 0; 0, 1, 0; 0, 0, 2] 0 ![1, 0, 0]
      !![0, a, 2 * b; a, 0, 0; 2 * b, 0, 0] ![0, -a, -b] := by
  refine ⟨⟨?_, ?_, ?_, ?_⟩, fun a b => ⟨?_, ?_⟩⟩
  · ext i j
    fin_cases i <;> fin_cases j <;> simp
  · simp [dotProduct, Fin.sum_univ_three]
  · ext i
    fin_cases i <;> simp [Matrix.mulVec, dotProduct, Fin.sum_univ_three]
  · intro x h0 hx
    have hx0 : x 0 = 0 := by simpa [dotProduct, Fin.sum_univ_three] using h0
    have e : x ⬝ᵥ !![(0 : ℝ), 0, 0; 0, 1, 0; 0, 0, 2] *ᵥ x = x 1 ^ 2 + 2 * x 2 ^ 2 := by
      simp [Matrix.mulVec, dotProduct, Fin.sum_univ_three]
      ring
    rw [e, zero_mul]
    by_contra hn
    have s1 : x 1 ^ 2 = 0 := by linarith [sq_nonneg (x 1), sq_nonneg (x 2), not_lt.mp hn]
    have s2 : x 2 ^ 2 = 0 := by linarith [sq_nonneg (x 1), sq_nonneg (x 2), not_lt.mp hn]
    apply hx
    ext i
    fin_cases i
    exacts [hx0, (pow_eq_zero_iff two_ne_zero).mp s1, (pow_eq_zero_iff two_ne_zero).mp s2]
  · simp [dotProduct, Fin.sum_univ_three]
  · ext i
    fin_cases i <;> simp [Matrix.mulVec, dotProduct, Fin.sum_univ_three] <;> ring

end

end SecondOrderAdditivity
```

```lean
#print axioms SecondOrderAdditivity.secondOrder_nonpos
#print axioms SecondOrderAdditivity.additivity_error_bound
```

```
'SecondOrderAdditivity.secondOrder_nonpos' depends on axioms: [propext, Classical.choice, Quot.sound]
'SecondOrderAdditivity.additivity_error_bound' depends on axioms: [propext, Classical.choice, Quot.sound]
```
